# In units of √(spring constant/mass), the 2p-th frequency moment of the nearest-neighbour harmonic monatomic chain is C(2p,p), also on every ring of more than p sites

Put two equal masses on a ring with equal springs, and measure frequency so that the top of the band is 2. The wavevectors \(q=0,\pi\) have \(\omega^2=0,4\), with mean 2. The infinite chain has the same mean: \(\omega^2=2-2\cos q\), and the cosine averages to zero in both cases. With a single site only \(q=0\) is left, the cosine does not cancel, and the mean is 0.

How many sites does a ring need to reproduce a higher even moment of the infinite chain?

For masses \(M\), springs \(K\) and lattice constant 1, a plane wave in \(M\ddot u_n=K(u_{n+1}+u_{n-1}-2u_n)\) gives, in units of \(\sqrt{K/M}\),
\[\omega(q)^2=2-2\cos q=4\sin^2(q/2).\]
The Lean code starts from this dispersion as the definition `chainFreq`; the step from Newton's equations to it is the one just made.

```lean
import Mathlib

open scoped Real

namespace MonatomicChainMoments

noncomputable section

/-- Dispersion relation of the monatomic chain, in units where the maximum frequency is 2
and the lattice constant is 1. -/
def chainFreq (q : ℝ) : ℝ := 2 * |Real.sin (q / 2)|
```

The density of states per site is \(g(w)=2/(\pi\sqrt{4-w^2})\) for \(0<w<2\). It is defined separately as `chainDOS`, and part (g) ties it to the dispersion.

```lean
/-- Density of states of the monatomic chain per site, for frequencies `0 < w < 2`. -/
def chainDOS (w : ℝ) : ℝ := 2 / (π * Real.sqrt (4 - w ^ 2))
```

## (a) Cosine series of an even power

Show that, for every natural \(p\) and real \(q\),
\[\omega(q)^{2p}=\sum_{k=0}^{2p}(-1)^{k+p}\binom{2p}{k}\cos((k-p)q).\]

**Solution.** The even power removes the absolute value. Write \(2\sin(q/2)=i\,(-e^{iq/2}+e^{-iq/2})\). In the \(2p\)-th power, \(i^{2p}=(-1)^p\), and the \(k\)-th binomial term is
\[(-1)^k\binom{2p}{k}e^{ikq/2}e^{-i(2p-k)q/2}=(-1)^k\binom{2p}{k}e^{i(k-p)q}.\]
Take real parts. In Lean, `key` is the complex identity and `hre` its real part.

```lean
/-- An even power of the chain frequency is a finite cosine series in the wavevector, with
harmonics from `-p` to `p` and signed binomial coefficients. -/
theorem chainFreq_pow (p : ℕ) (q : ℝ) :
    chainFreq q ^ (2 * p) = ∑ k ∈ Finset.range (2 * p + 1),
      (-1 : ℝ) ^ (k + p) * ((2 * p).choose k : ℝ) *
        Real.cos ((((k : ℤ) - (p : ℤ) : ℤ) : ℝ) * q) := by
  have habs : chainFreq q ^ (2 * p) = (2 * Real.sin (q / 2)) ^ (2 * p) := by
    unfold chainFreq
    rw [mul_pow, mul_pow, pow_mul |Real.sin (q / 2)|, sq_abs, ← pow_mul]
  -- write the sine through exponentials and expand binomially
  have hs : ((2 * Real.sin (q / 2) : ℝ) : ℂ) =
      (-Complex.exp ((q : ℂ) / 2 * Complex.I) + Complex.exp (-((q : ℂ) / 2) * Complex.I))
        * Complex.I := by
    simp only [Complex.ofReal_mul, Complex.ofReal_sin, Complex.ofReal_div,
      Complex.ofReal_ofNat, Complex.sin]
    ring
  have key : (((2 * Real.sin (q / 2)) ^ (2 * p) : ℝ) : ℂ) =
      ∑ k ∈ Finset.range (2 * p + 1),
        (((-1 : ℝ) ^ (k + p) * ((2 * p).choose k : ℝ) : ℝ) : ℂ) *
          Complex.exp ((((((k : ℤ) - (p : ℤ) : ℤ) : ℝ) * q : ℝ) : ℂ) * Complex.I) := by
    rw [Complex.ofReal_pow, hs, mul_pow, pow_mul Complex.I, Complex.I_sq, add_pow,
      Finset.sum_mul]
    refine Finset.sum_congr rfl fun k hk => ?_
    have hk' : k ≤ 2 * p := Nat.lt_succ_iff.1 (Finset.mem_range.1 hk)
    have e : Complex.exp ((q : ℂ) / 2 * Complex.I) ^ k *
        Complex.exp (-((q : ℂ) / 2) * Complex.I) ^ (2 * p - k) =
        Complex.exp ((((((k : ℤ) - (p : ℤ) : ℤ) : ℝ) * q : ℝ) : ℂ) * Complex.I) := by
      rw [← Complex.exp_nat_mul, ← Complex.exp_nat_mul, ← Complex.exp_add, Nat.cast_sub hk']
      congr 1
      push_cast
      ring
    rw [neg_pow (Complex.exp ((q : ℂ) / 2 * Complex.I)), ← e]
    push_cast
    ring
  have hre := congrArg Complex.re key
  rw [Complex.ofReal_re, Complex.re_sum] at hre
  rw [habs, hre]
  refine Finset.sum_congr rfl fun k _ => ?_
  rw [Complex.re_ofReal_mul, Complex.exp_ofReal_mul_I_re]
```

## (b) Orthogonality on the ring

Show that, for integer \(j\),
\[\sum_{m=0}^{N-1}\cos\frac{2\pi jm}{N}=\begin{cases}N,&N\mid j\\0,&\text{otherwise.}\end{cases}\]

**Solution.** For \(N=0\) the sum is empty and both sides vanish. Let \(N\ge1\). If \(N\mid j\), every angle is a multiple of \(2\pi\) and every term is 1. Otherwise \(z=e^{2\pi ij/N}\) satisfies \(z\ne1\) (`hne`) and \(z^N=1\) (`hpow`), so
\[(1-z)\sum_{m=0}^{N-1}z^m=1-z^N=0.\]
The geometric sum is therefore zero, and so is its real part. `Finset.range N` supplies \(m=0,\dots,N-1\), so the wavevectors run from 0 up to, but not including, \(2\pi\).

```lean
/-- Orthogonality on the ring: the `j`-th cosine harmonic summed over the `N` allowed
wavevectors gives `N` if `N` divides `j`, and zero otherwise. -/
theorem ring_cos_sum (N : ℕ) (j : ℤ) :
    ∑ m ∈ Finset.range N, Real.cos ((j : ℝ) * (2 * π * m / N)) =
      if (N : ℤ) ∣ j then (N : ℝ) else 0 := by
  rcases Nat.eq_zero_or_pos N with rfl | hN
  · simp
  have hNr : (N : ℝ) ≠ 0 := by exact_mod_cast hN.ne'
  have hNc : (N : ℂ) ≠ 0 := by exact_mod_cast hN.ne'
  split_ifs with h
  · obtain ⟨c, rfl⟩ := h
    have h1 : ∀ m ∈ Finset.range N,
        Real.cos ((((N : ℤ) * c : ℤ) : ℝ) * (2 * π * m / N)) = 1 := by
      intro m _
      rw [← Real.cos_int_mul_two_pi (c * m)]
      congr 1
      push_cast
      field_simp
    rw [Finset.sum_congr rfl h1]
    simp
  · -- a geometric sum whose ratio is a nontrivial N-th root of unity
    have hne : Complex.exp (((j * (2 * π / N) : ℝ) : ℂ) * Complex.I) ≠ 1 := by
      intro h1
      obtain ⟨n, hn⟩ := Complex.exp_eq_one_iff.1 h1
      have h2 : ((j * (2 * π / N) : ℝ) : ℂ) = ((n * (2 * π) : ℝ) : ℂ) :=
        mul_right_cancel₀ Complex.I_ne_zero (by rw [hn]; push_cast; ring)
      have h3 : (j : ℝ) * (2 * π / N) = n * (2 * π) := Complex.ofReal_injective h2
      have h4 : (j : ℝ) = N * n := by
        apply mul_right_cancel₀ Real.two_pi_pos.ne'
        have e : (j : ℝ) * (2 * π) = (j * (2 * π / N)) * N := by field_simp
        rw [e, h3]
        ring
      exact h ⟨n, by exact_mod_cast h4⟩
    have hpow : Complex.exp (((j * (2 * π / N) : ℝ) : ℂ) * Complex.I) ^ N = 1 := by
      rw [← Complex.exp_nat_mul, Complex.exp_eq_one_iff]
      exact ⟨j, by push_cast; field_simp⟩
    have hg := mul_neg_geom_sum (Complex.exp (((j * (2 * π / N) : ℝ) : ℂ) * Complex.I)) N
    rw [hpow, sub_self] at hg
    have hre := congrArg Complex.re
      ((mul_eq_zero.1 hg).resolve_left (sub_ne_zero.2 (Ne.symm hne)))
    rw [Complex.re_sum, Complex.zero_re] at hre
    refine Eq.trans (Finset.sum_congr rfl fun m _ => ?_) hre
    rw [← Complex.exp_nat_mul, show (m : ℂ) * (((j * (2 * π / N) : ℝ) : ℂ) * Complex.I) =
      ((j * (2 * π * m / N) : ℝ) : ℂ) * Complex.I by push_cast; ring,
      Complex.exp_ofReal_mul_I_re]
```

## (c) Aliasing

Show that, for \(N\ne0\),
\[\frac1N\sum_{m=0}^{N-1}\omega\!\left(\frac{2\pi m}{N}\right)^{2p}=\sum_{\substack{0\le k\le2p\\N\mid k-p}}(-1)^{k+p}\binom{2p}{k}.\]

**Solution.** Insert (a) and exchange the two finite sums (`Finset.sum_comm`). By (b) with \(j=k-p\), the inner sum is \(N\) or 0, and the prefactor \(1/N\) cancels the \(N\). Lean writes the restriction on \(k\) as an `if` inside the full sum.

```lean
/-- Aliasing formula: on a non-empty ring of `N` sites the mean of `ω^(2p)` collects exactly
the harmonics `k - p` that are multiples of `N`. -/
theorem ring_moment_aliasing (N p : ℕ) (hN : N ≠ 0) :
    (1 / (N : ℝ)) * ∑ m ∈ Finset.range N, chainFreq (2 * π * m / N) ^ (2 * p) =
      ∑ k ∈ Finset.range (2 * p + 1), if (N : ℤ) ∣ (k : ℤ) - (p : ℤ) then
        (-1 : ℝ) ^ (k + p) * ((2 * p).choose k : ℝ) else 0 := by
  have hNr : (N : ℝ) ≠ 0 := by exact_mod_cast hN
  simp_rw [chainFreq_pow]
  rw [Finset.sum_comm, Finset.mul_sum]
  refine Finset.sum_congr rfl fun k _ => ?_
  rw [← Finset.mul_sum, ring_cos_sum]
  split_ifs
  · field_simp
  · simp
```

## (d) Small multiples

Show that, for integers \(N\) and \(x\),
\[N\mid x,\quad -N<x<N\quad\Longrightarrow\quad x=0.\]

**Solution.** The inequalities force \(N>0\). Write \(x=Nc\); then \(-1<c<1\), so the integer \(c\) is 0.

```lean
/-- A multiple of `N` lying strictly between `-N` and `N` is zero. -/
theorem eq_zero_of_dvd_of_small {N x : ℤ} (h : N ∣ x) (h1 : -N < x) (h2 : x < N) :
    x = 0 := by
  obtain ⟨c, rfl⟩ := h
  have hN : 0 < N := by linarith
  have hc1 : c < 1 := by
    by_contra hc
    nlinarith [not_lt.1 hc]
  have hc2 : -1 < c := by
    by_contra hc
    nlinarith [not_lt.1 hc]
  have hc : c = 0 := by omega
  rw [hc, mul_zero]
```

## (e) Rings with more than p sites

Show that, for \(N>p\),
\[\frac1N\sum_{m=0}^{N-1}\omega\!\left(\frac{2\pi m}{N}\right)^{2p}=\binom{2p}{p}.\]

**Solution.** In (c), \(|k-p|\le p<N\), so by (d) only \(k=p\) survives. Its sign is \((-1)^{2p}=1\). `Finset.sum_eq_single p` makes this selection.

For \(N=3\), \(p=2\), the values of \(\omega^2\) are \(0,3,3\), and the mean of \(\omega^4\) is \((0+9+9)/3=6=\binom42\).

```lean
/-- On a ring of `N > p` sites the mean of `ω^(2p)` over the normal modes is exactly the
central binomial coefficient `C(2p,p)`. -/
theorem ring_moment (N p : ℕ) (hN : p < N) :
    (1 / (N : ℝ)) * ∑ m ∈ Finset.range N, chainFreq (2 * π * m / N) ^ (2 * p) =
      ((2 * p).choose p : ℝ) := by
  have hpp : (-1 : ℝ) ^ (p + p) = 1 := Even.neg_one_pow ⟨p, rfl⟩
  rw [ring_moment_aliasing N p (by omega), Finset.sum_eq_single p]
  · rw [if_pos (by simp), hpp, one_mul]
  · intro k hk hkp
    have hk' := Finset.mem_range.1 hk
    refine if_neg fun hd => hkp ?_
    have := eq_zero_of_dvd_of_small hd (by omega) (by omega)
    omega
  · intro hp
    exact absurd (Finset.mem_range.2 (by omega)) hp
```

## (f) One site too few

Show that, for \(N=p\ge1\),
\[\frac1p\sum_{m=0}^{p-1}\omega\!\left(\frac{2\pi m}{p}\right)^{2p}=\binom{2p}{p}+2(-1)^p.\]

**Solution.** Now \(k-p\) runs from \(-p\) to \(p\), and its multiples of \(p\) are \(-p,0,p\), that is \(k=0,p,2p\). The outer two contribute \((-1)^p\) and \((-1)^{3p}=(-1)^p\). Lean reduces the sum to the set `{0, p, 2 * p}` and uses (d) to discard the rest.

For \(p=2\), the two frequencies 0 and 2 give \((0+16)/2=8=6+2\).

```lean
/-- On a ring of exactly `N = p ≥ 1` sites the mean of `ω^(2p)` differs from `C(2p,p)` by
`2(-1)^p`. -/
theorem ring_moment_sharp (p : ℕ) (hp : 0 < p) :
    (1 / (p : ℝ)) * ∑ m ∈ Finset.range p, chainFreq (2 * π * m / p) ^ (2 * p) =
      ((2 * p).choose p : ℝ) + 2 * (-1) ^ p := by
  have hsub : ({0, p, 2 * p} : Finset ℕ) ⊆ Finset.range (2 * p + 1) := by
    intro k hk
    simp only [Finset.mem_insert, Finset.mem_singleton] at hk
    rw [Finset.mem_range]
    omega
  have d0 : (p : ℤ) ∣ ((0 : ℕ) : ℤ) - (p : ℤ) := ⟨-1, by push_cast; ring⟩
  have d1 : (p : ℤ) ∣ (p : ℤ) - (p : ℤ) := ⟨0, by ring⟩
  have d2 : (p : ℤ) ∣ ((2 * p : ℕ) : ℤ) - (p : ℤ) := ⟨1, by push_cast; ring⟩
  have hpp : (-1 : ℝ) ^ (p + p) = 1 := Even.neg_one_pow ⟨p, rfl⟩
  have h3 : (-1 : ℝ) ^ (2 * p + p) = (-1) ^ p := by
    rw [pow_add, pow_mul, neg_one_sq, one_pow, one_mul]
  -- only the harmonics -p, 0 and p survive
  rw [ring_moment_aliasing p p hp.ne', ← Finset.sum_subset hsub]
  · rw [Finset.sum_insert (by simp only [Finset.mem_insert, Finset.mem_singleton]; omega),
      Finset.sum_insert (by simp only [Finset.mem_singleton]; omega), Finset.sum_singleton,
      if_pos d0, if_pos d1, if_pos d2, hpp, h3, Nat.choose_zero_right, Nat.choose_self,
      zero_add]
    push_cast
    ring
  · intro k hk hk3
    have hk' := Finset.mem_range.1 hk
    simp only [Finset.mem_insert, Finset.mem_singleton, not_or] at hk3
    refine if_neg fun hd => ?_
    have := eq_zero_of_dvd_of_small hd (by omega) (by omega)
    omega
```

## (g) From frequencies to wavevectors

Show that, for continuous \(F\), \(gF\) is integrable on \((0,2)\) and
\[\int_0^2 g(w)F(w)\,dw=\frac1\pi\int_0^\pi F(\omega(q))\,dq.\]

**Solution.** Put \(w=2\sin(q/2)\), which maps \((0,\pi)\) one-to-one onto \((0,2)\). Then \(dw=\cos(q/2)\,dq\) and \(\sqrt{4-w^2}=2\cos(q/2)\), so
\[g(w)\,dw=\frac{2}{2\pi\cos(q/2)}\cos(q/2)\,dq=\frac{dq}{\pi}.\]
The band-edge singularity has cancelled. The new integrand is continuous on \([0,\pi]\), hence integrable, and so is the original one.

In Lean, `himg` and `hinj` establish the bijection, `hder` the derivative and `hval` the cancellation. `Set.Ioo 0 2` is the open band.

```lean
/-- For every continuous `F`, the product of the density of states and `F` is integrable over
the band, and its integral is the average of `F(ω(q))` over the half zone `0 < q < π`. -/
theorem dos_average (F : ℝ → ℝ) (hF : Continuous F) :
    MeasureTheory.IntegrableOn (fun w => chainDOS w * F w) (Set.Ioo 0 2) ∧
    ∫ w in Set.Ioo (0 : ℝ) 2, chainDOS w * F w =
      (1 / π) * ∫ q in (0 : ℝ)..π, F (chainFreq q) := by
  have himg : (fun q : ℝ => 2 * Real.sin (q / 2)) '' Set.Ioo 0 π = Set.Ioo 0 2 := by
    ext w
    constructor
    · rintro ⟨q, ⟨h0, h1⟩, rfl⟩
      have hs := Real.sin_pos_of_pos_of_lt_pi (x := q / 2) (by linarith) (by linarith)
      have hl := Real.sin_lt_sin_of_lt_of_le_pi_div_two (x := q / 2) (y := π / 2)
        (by linarith) le_rfl (by linarith)
      rw [Real.sin_pi_div_two] at hl
      exact ⟨by linarith, by linarith⟩
    · rintro ⟨h0, h1⟩
      have ha := Real.arcsin_pos.2 (show 0 < w / 2 by linarith)
      have hb := Real.arcsin_lt_pi_div_two.2 (show w / 2 < 1 by linarith)
      refine ⟨2 * Real.arcsin (w / 2), ⟨by linarith, by linarith⟩, ?_⟩
      show 2 * Real.sin (2 * Real.arcsin (w / 2) / 2) = w
      rw [mul_div_cancel_left₀ _ (two_ne_zero' ℝ),
        Real.sin_arcsin (by linarith) (by linarith)]
      ring
  have hinj : Set.InjOn (fun q : ℝ => 2 * Real.sin (q / 2)) (Set.Ioo 0 π) := by
    intro x hx y hy hxy
    have hxy' : 2 * Real.sin (x / 2) = 2 * Real.sin (y / 2) := hxy
    have hx2 : x / 2 ∈ Set.Icc (-(π / 2)) (π / 2) :=
      ⟨by linarith [hx.1, Real.pi_pos], by linarith [hx.2]⟩
    have hy2 : y / 2 ∈ Set.Icc (-(π / 2)) (π / 2) :=
      ⟨by linarith [hy.1, Real.pi_pos], by linarith [hy.2]⟩
    have hsin : Real.sin (x / 2) = Real.sin (y / 2) := by linarith
    have hxy2 : x / 2 = y / 2 := Real.injOn_sin hx2 hy2 hsin
    linarith
  have hder : ∀ q ∈ Set.Ioo (0 : ℝ) π, HasDerivWithinAt (fun q : ℝ => 2 * Real.sin (q / 2))
      ((fun q : ℝ => Real.cos (q / 2)) q) (Set.Ioo 0 π) q := by
    intro q _
    have h := ((hasDerivAt_id' q).div_const 2).sin.const_mul 2
    exact (h.congr_deriv (by ring)).hasDerivWithinAt
  -- the Jacobian cancels the band-edge singularity
  have hval : ∀ q ∈ Set.Ioo (0 : ℝ) π, |Real.cos (q / 2)| •
      (chainDOS (2 * Real.sin (q / 2)) * F (2 * Real.sin (q / 2))) =
        (1 / π) * F (chainFreq q) := by
    intro q hq
    have hc : 0 < Real.cos (q / 2) := Real.cos_pos_of_mem_Ioo
      ⟨by linarith [hq.1, Real.pi_pos], by linarith [hq.2]⟩
    have hs : 0 < Real.sin (q / 2) := Real.sin_pos_of_pos_of_lt_pi
      (by linarith [hq.1]) (by linarith [hq.2, Real.pi_pos])
    have hr : Real.sqrt (4 - (2 * Real.sin (q / 2)) ^ 2) = 2 * Real.cos (q / 2) := by
      rw [show 4 - (2 * Real.sin (q / 2)) ^ 2 = (2 * Real.cos (q / 2)) ^ 2 by
        linear_combination (-4) * Real.sin_sq_add_cos_sq (q / 2)]
      exact Real.sqrt_sq (by linarith)
    have hj : Real.cos (q / 2) * (2 / (π * (2 * Real.cos (q / 2)))) = 1 / π := by
      field_simp
    unfold chainDOS chainFreq
    rw [hr, abs_of_pos hc, abs_of_pos hs, smul_eq_mul, ← mul_assoc, hj]
  have hω : Continuous chainFreq :=
    continuous_const.mul (Real.continuous_sin.comp (continuous_id.div_const 2)).abs
  have hcont : Continuous fun q => (1 / π) * F (chainFreq q) :=
    continuous_const.mul (hF.comp hω)
  constructor
  · rw [← himg]
    refine (MeasureTheory.integrableOn_image_iff_integrableOn_abs_deriv_smul
      measurableSet_Ioo hder hinj _).2 ?_
    exact (MeasureTheory.integrableOn_congr_fun (fun q hq => hval q hq)
      measurableSet_Ioo).2 (hcont.integrableOn_Icc.mono_set Set.Ioo_subset_Icc_self)
  · rw [← himg, MeasureTheory.integral_image_eq_integral_abs_deriv_smul
      measurableSet_Ioo hder hinj]
    refine (MeasureTheory.setIntegral_congr_fun measurableSet_Ioo
      (fun q hq => hval q hq)).trans ?_
    rw [MeasureTheory.integral_const_mul, intervalIntegral.integral_of_le Real.pi_pos.le,
      MeasureTheory.integral_Ioc_eq_integral_Ioo]
```

## (h) Harmonics over the half zone

Show that, for integer \(j\ne0\),
\[\int_0^\pi\cos(jq)\,dq=0.\]

**Solution.** The integral is \([\sin(jq)/j]_0^\pi=\sin(j\pi)/j=0\).

```lean
/-- A cosine harmonic with nonzero integer index integrates to zero over the half zone. -/
theorem zone_cos_integral (j : ℤ) (hj : j ≠ 0) :
    ∫ q in (0 : ℝ)..π, Real.cos ((j : ℝ) * q) = 0 := by
  have hjr : (j : ℝ) ≠ 0 := by exact_mod_cast hj
  rw [intervalIntegral.integral_comp_mul_left (fun x => Real.cos x) hjr, integral_cos,
    Real.sin_int_mul_pi, mul_zero, Real.sin_zero, sub_zero, smul_zero]
```

## (i) Moments of the infinite chain

Show that, for every natural \(p\),
\[\int_0^2 g(w)\,w^{2p}\,dw=\binom{2p}{p}.\]

**Solution.** Apply (g) with \(F(w)=w^{2p}\), then expand by (a). By (h) only \(k=p\) survives, and its cosine is 1, so
\[\frac1\pi\int_0^\pi\omega(q)^{2p}\,dq=\frac1\pi\,\pi\binom{2p}{p}=\binom{2p}{p}.\]
The case \(p=0\) shows that \(g\) is normalised to one mode per site. In Lean, `hint` is the wavevector integral before division by \(\pi\).

```lean
/-- The `2p`-th frequency moment of the density of states of the infinite monatomic chain is
the central binomial coefficient `C(2p,p)`. -/
theorem dos_moment (p : ℕ) :
    ∫ w in Set.Ioo (0 : ℝ) 2, chainDOS w * w ^ (2 * p) = ((2 * p).choose p : ℝ) := by
  have hpp : (-1 : ℝ) ^ (p + p) = 1 := Even.neg_one_pow ⟨p, rfl⟩
  have hint : ∫ q in (0 : ℝ)..π, chainFreq q ^ (2 * p) = π * ((2 * p).choose p : ℝ) := by
    simp_rw [chainFreq_pow]
    rw [intervalIntegral.integral_finsetSum]
    · simp_rw [intervalIntegral.integral_const_mul]
      -- only the constant harmonic survives
      rw [Finset.sum_eq_single p]
      · have h0 : ∫ q in (0 : ℝ)..π, Real.cos ((((p : ℤ) - (p : ℤ) : ℤ) : ℝ) * q) = π := by
          simp
        rw [h0, hpp]
        ring
      · intro k _ hkp
        rw [zone_cos_integral _ (by omega), mul_zero]
      · intro hp
        exact absurd (Finset.mem_range.2 (by omega)) hp
    · intro k _
      apply Continuous.intervalIntegrable
      fun_prop
  refine (dos_average (fun w => w ^ (2 * p)) (continuous_pow _)).2.trans ?_
  show (1 / π) * ∫ q in (0 : ℝ)..π, chainFreq q ^ (2 * p) = _
  rw [hint, ← mul_assoc, one_div, inv_mul_cancel₀ Real.pi_ne_zero, one_mul]

end

end MonatomicChainMoments
```

```lean
#print axioms MonatomicChainMoments.ring_moment_aliasing
#print axioms MonatomicChainMoments.ring_moment
#print axioms MonatomicChainMoments.ring_moment_sharp
#print axioms MonatomicChainMoments.dos_moment
```

```
'MonatomicChainMoments.ring_moment_aliasing' depends on axioms: [propext, Classical.choice, Quot.sound]
'MonatomicChainMoments.ring_moment' depends on axioms: [propext, Classical.choice, Quot.sound]
'MonatomicChainMoments.ring_moment_sharp' depends on axioms: [propext, Classical.choice, Quot.sound]
'MonatomicChainMoments.dos_moment' depends on axioms: [propext, Classical.choice, Quot.sound]
```

## Heat capacity from three wavevectors

For this one-dimensional harmonic chain, the moments enter the high-temperature heat capacity. Let \(\theta=\hbar\sqrt{K/M}/(k_BT)\), with \(T\) the temperature, and let \(\langle\cdot\rangle\) be the mean over wavevectors. Expanding the oscillator heat capacity in \(\theta\omega\) gives, per site,
\[\frac{C}{k_B}=1-\frac{\theta^2}{12}\langle\omega^2\rangle+\frac{\theta^4}{240}\langle\omega^4\rangle-\cdots=1-\frac{\theta^2}{6}+\frac{\theta^4}{40}-\cdots.\]
The expansion is ordinary algebra added here; the theorems supply the moments 2 and 6. The mesh of the three-site ring, \(q=0,2\pi/3,4\pi/3\), with the \(q=0\) term taken at its limit \(k_B\), already gives both coefficients of the infinite chain. The next term needs \(\langle\omega^6\rangle=20\), for which three wavevectors give 18, as in (f).
